# On a finite configuration set, a wavefunction with a node can have zero sampled local-energy variance without being an eigenstate

**Q:** Before any claim about variances, what are the configurations, the Hamiltonian and the state?

**A:** The configurations are the elements of a finite set `n`, the Hamiltonian is a complex matrix $H$ on that set, and the state is a vector of amplitudes $\psi_i$. Hermiticity and normalisation are not built into these types. They appear as hypotheses where they are needed.

```lean
import Mathlib

open Matrix

namespace ZeroVarianceNode

noncomputable section

variable {n : Type*} [Fintype n]
```

The local energy is $E_L(i) = (H\psi)_i/\psi_i$, where `H *ᵥ ψ` is the matrix acting on the vector.

```lean
/-- The local energy `(Hψ)_i / ψ_i` at configuration `i`; it is only used where `ψ_i ≠ 0`. -/
def localEnergy (H : Matrix n n ℂ) (ψ : n → ℂ) (i : n) : ℂ := (H *ᵥ ψ) i / ψ i
```

**Q:** That divides by zero at a node, a configuration with $\psi_i = 0$.

**A:** Lean then returns zero, but the value is never used: the sampled sums below run only over the support, the configurations with $\psi_i \neq 0$. For a normalised state, the quantum expectation value is $\langle A\rangle = \sum_i \psi_i^* (A\psi)_i$, with `star` as complex conjugation. For any other vector, `expect` is the same sum, without division by $\langle\psi|\psi\rangle$.

```lean
/-- The quantum expectation value `⟨ψ|A|ψ⟩`. -/
def expect (A : Matrix n n ℂ) (ψ : n → ℂ) : ℂ := star ψ ⬝ᵥ (A *ᵥ ψ)
```

The sampled mean and variance use the weights $|\psi_i|^2$:

$$\bar E = \sum_{\psi_i\neq 0} |\psi_i|^2 E_L(i), \qquad \sigma_s^2 = \sum_{\psi_i\neq 0} |\psi_i|^2\,|E_L(i)-\bar E|^2 .$$

```lean
/-- The sum of the local energy over the support of `ψ`, with weights `|ψ_i|²`; for a normalised `ψ`
this is the mean. -/
def sampledMean (H : Matrix n n ℂ) (ψ : n → ℂ) : ℂ :=
  ∑ i with ψ i ≠ 0, ((‖ψ i‖ ^ 2 : ℝ) : ℂ) * localEnergy H ψ i

/-- The sum of `|E_L(i) - sampledMean|²` over the support of `ψ`, with weights `|ψ_i|²`; for a
normalised `ψ` this is the variance of the local energy `E_L`. -/
def sampledVariance (H : Matrix n n ℂ) (ψ : n → ℂ) : ℝ :=
  ∑ i with ψ i ≠ 0, ‖ψ i‖ ^ 2 * ‖localEnergy H ψ i - sampledMean H ψ‖ ^ 2
```

**Q:** A Monte Carlo run gives estimates, not these sums.

**A:** Yes. For a normalised state, these are the exact averages over the distribution $|\psi_i|^2$, without statistical noise or autocorrelation. Two more quantities are needed: the weight of $H\psi$ on the nodes, $L = \sum_{\psi_i=0} |(H\psi)_i|^2$, and the quantum variance $\langle H^2\rangle - \langle H\rangle^2$.

```lean
/-- The weight that `Hψ` carries on the nodes of `ψ`. -/
def nodalLeakage (H : Matrix n n ℂ) (ψ : n → ℂ) : ℝ :=
  ∑ i with ψ i = 0, ‖(H *ᵥ ψ) i‖ ^ 2

/-- The quantum energy variance `⟨H²⟩ - ⟨H⟩²`. -/
def quantumVariance (H : Matrix n n ℂ) (ψ : n → ℂ) : ℂ :=
  expect (H * H) ψ - expect H ψ ^ 2
```

**Q:** If the sampler never visits a node, why should its mean be right?

**A:** On the support, $|\psi_i|^2 E_L(i) = \psi_i^*\psi_i (H\psi)_i/\psi_i = \psi_i^*(H\psi)_i$. At a node, the corresponding term of $\langle H\rangle$ has the factor $\psi_i^* = 0$. The two sums therefore agree, so $\bar E = \langle H\rangle$ holds between the sums for any matrix and any vector. When the state is normalised, they are the sampled mean and the quantum expectation value.

The first lemma below is $|z|^2 = z^*z$. The second is $\psi_i(E_L(i)-E) = (H\psi)_i - E\psi_i$ on the support. The theorem compares the sums term by term, with a case split on $\psi_i = 0$, and uses the second lemma at $E=0$.

```lean
/-- The squared modulus of an amplitude is the amplitude times its conjugate. -/
lemma normSq_cast (z : ℂ) : ((‖z‖ ^ 2 : ℝ) : ℂ) = star z * z := by
  rw [← Complex.normSq_eq_norm_sq]
  exact Complex.normSq_eq_conj_mul_self

/-- Off the nodes, the deviation of the local energy from `E`, times the amplitude,
is the residual of the eigenvalue equation. -/
lemma local_residual (H : Matrix n n ℂ) (ψ : n → ℂ) {i : n} (h : ψ i ≠ 0) (E : ℂ) :
    ψ i * (localEnergy H ψ i - E) = (H *ᵥ ψ) i - E * ψ i := by
  unfold localEnergy
  rw [mul_sub, mul_comm (ψ i) (_ / _), div_mul_cancel₀ _ h]
  ring

/-- The sampled mean of the local energy is the quantum expectation value of `H`. -/
theorem sampledMean_eq (H : Matrix n n ℂ) (ψ : n → ℂ) :
    sampledMean H ψ = expect H ψ := by
  unfold sampledMean expect
  rw [Finset.sum_filter]
  simp only [dotProduct, Pi.star_apply]
  refine Finset.sum_congr rfl fun i _ => ?_
  by_cases h : ψ i = 0
  · simp [h]
  · have r := local_residual H ψ h 0
    rw [if_pos h, normSq_cast]
    linear_combination star (ψ i) * r
```

**Q:** Then the variance should come out right too.

**A:** Not in general. The quantum variance contains the squared norm of $H\psi$, and in that sum a node no longer supplies a factor of zero. Take $H$ Hermitian and $\psi$ normalised, and write $E = \langle H\rangle$, which is real. The squared norm of the residual $H\psi - E\psi$ is

$$\sum_i |(H\psi)_i - E\psi_i|^2 = \langle H\psi|H\psi\rangle - E\langle H\psi|\psi\rangle - E\langle\psi|H\psi\rangle + E^2\langle\psi|\psi\rangle .$$

Hermiticity turns the first term into $\langle H^2\rangle$ and $\langle H\psi|\psi\rangle$ into $\langle\psi|H\psi\rangle$, which is $E$ by definition. Normalisation makes the last term $E^2$. The total is $\langle H^2\rangle - E^2 - E^2 + E^2 = \langle H^2\rangle - \langle H\rangle^2$.

In the proof, `hsq` and `hre` are the two uses of hermiticity, `hE` is the reality of $E$, and `hterm` expands the square at one configuration. Summing and substituting `h1` to `h4` gives the result. Since `quantumVariance` is complex-valued, its equality with a real sum also shows that it is real.

```lean
/-- For a Hermitian `H` and a normalised state, the quantum variance is the squared norm
of the residual `Hψ - ⟨H⟩ψ`. -/
theorem quantumVariance_eq_residual (H : Matrix n n ℂ) (ψ : n → ℂ)
    (hH : H.IsHermitian) (hn : star ψ ⬝ᵥ ψ = 1) :
    quantumVariance H ψ =
      ((∑ i, ‖(H *ᵥ ψ) i - expect H ψ * ψ i‖ ^ 2 : ℝ) : ℂ) := by
  -- hermiticity moves `H` to the other side of the inner product
  have hsq : star (H *ᵥ ψ) ⬝ᵥ (H *ᵥ ψ) = expect (H * H) ψ := by
    unfold expect
    rw [Matrix.star_mulVec, hH.eq, ← Matrix.dotProduct_mulVec, Matrix.mulVec_mulVec]
  have hre : star (H *ᵥ ψ) ⬝ᵥ ψ = expect H ψ := by
    unfold expect
    rw [Matrix.star_mulVec, hH.eq, ← Matrix.dotProduct_mulVec]
  have hE : star (expect H ψ) = expect H ψ := by
    have h := hre
    rw [Matrix.star_dotProduct] at h
    exact h
  -- expand the square at each configuration
  have hterm : ∀ i, ((‖(H *ᵥ ψ) i - expect H ψ * ψ i‖ ^ 2 : ℝ) : ℂ) =
      star ((H *ᵥ ψ) i) * (H *ᵥ ψ) i - expect H ψ * (star ((H *ᵥ ψ) i) * ψ i)
        - expect H ψ * (star (ψ i) * (H *ᵥ ψ) i)
        + expect H ψ ^ 2 * (star (ψ i) * ψ i) := by
    intro i
    rw [normSq_cast, star_sub, star_mul', hE]
    ring
  have h1 : ∑ i, star ((H *ᵥ ψ) i) * (H *ᵥ ψ) i = expect (H * H) ψ := hsq
  have h2 : ∑ i, star ((H *ᵥ ψ) i) * ψ i = expect H ψ := hre
  have h3 : ∑ i, star (ψ i) * (H *ᵥ ψ) i = expect H ψ := rfl
  have h4 : ∑ i, star (ψ i) * ψ i = 1 := hn
  rw [Complex.ofReal_sum, Finset.sum_congr rfl fun i _ => hterm i]
  simp only [Finset.sum_add_distrib, Finset.sum_sub_distrib, ← Finset.mul_sum]
  rw [h1, h2, h3, h4]
  unfold quantumVariance
  ring
```

**Q:** And where do the nodes enter?

**A:** When the residual is split. On the support, $|(H\psi)_i - E\psi_i|^2 = |\psi_i|^2|E_L(i)-E|^2$, which is a term of $\sigma_s^2$ because $\bar E = E$. At a node the residual is just $(H\psi)_i$, which gives a term of $L$. Hence

$$\langle H^2\rangle - \langle H\rangle^2 = \sigma_s^2 + L .$$

The Lean proof writes both restricted sums as sums over all configurations and makes this same case distinction.

```lean
/-- For a Hermitian `H` and a normalised state, the quantum variance is the sampled variance
of the local energy plus the weight of `Hψ` on the nodes of `ψ`. -/
theorem quantumVariance_eq_sampled_add_leakage (H : Matrix n n ℂ) (ψ : n → ℂ)
    (hH : H.IsHermitian) (hn : star ψ ⬝ᵥ ψ = 1) :
    quantumVariance H ψ = ((sampledVariance H ψ + nodalLeakage H ψ : ℝ) : ℂ) := by
  rw [quantumVariance_eq_residual H ψ hH hn]
  refine congrArg Complex.ofReal ?_
  unfold sampledVariance nodalLeakage
  rw [sampledMean_eq, Finset.sum_filter, Finset.sum_filter, ← Finset.sum_add_distrib]
  -- each configuration is either in the support or a node
  refine Finset.sum_congr rfl fun i _ => ?_
  by_cases h : ψ i = 0
  · simp [h]
  · rw [if_pos h, if_neg h, add_zero, ← mul_pow, ← norm_mul, local_residual H ψ h]
```

**Q:** So what does a vanishing sampled variance tell me?

**A:** That the eigenvalue equation holds on the support, and nothing about the nodes. If $\sigma_s^2 = 0$, every term of a sum of non-negative terms is zero. The weights on the support are positive, so $E_L(i) = \bar E$ there, which is $(H\psi)_i = \bar E\psi_i$. Conversely, if $(H\psi)_i = E\psi_i$ on the support, then $\bar E = E\sum_i|\psi_i|^2 = E$, and every deviation vanishes.

The two halves of the proof follow these two arguments, with `hm` identifying the mean in the second. Normalisation is assumed, but hermiticity is not.

```lean
/-- The sampled variance of a normalised state vanishes exactly when the eigenvalue equation
holds at every configuration in its support. -/
theorem sampledVariance_eq_zero_iff (H : Matrix n n ℂ) (ψ : n → ℂ)
    (hn : star ψ ⬝ᵥ ψ = 1) :
    sampledVariance H ψ = 0 ↔ ∃ E : ℂ, ∀ i, ψ i ≠ 0 → (H *ᵥ ψ) i = E * ψ i := by
  constructor
  · intro h
    unfold sampledVariance at h
    rw [Finset.sum_eq_zero_iff_of_nonneg (fun i _ => by positivity)] at h
    refine ⟨sampledMean H ψ, fun i hi => ?_⟩
    have h0 := (mul_eq_zero.mp (h i (by simp [hi]))).resolve_left
      (pow_ne_zero 2 (norm_ne_zero_iff.mpr hi))
    have h1 := norm_eq_zero.mp (pow_eq_zero_iff (two_ne_zero) |>.mp h0)
    have r := local_residual H ψ hi (sampledMean H ψ)
    rw [h1, mul_zero] at r
    exact sub_eq_zero.mp r.symm
  · rintro ⟨E, hE⟩
    -- the constant local energy is its own mean
    have hm : sampledMean H ψ = E := by
      rw [sampledMean_eq]
      calc expect H ψ = ∑ i, E * (star (ψ i) * ψ i) := by
            unfold expect
            simp only [dotProduct, Pi.star_apply]
            refine Finset.sum_congr rfl fun i _ => ?_
            by_cases h : ψ i = 0
            · simp [h]
            · rw [hE i h]
              ring
        _ = E * (star ψ ⬝ᵥ ψ) := (Finset.mul_sum _ _ _).symm
        _ = E := by rw [hn, mul_one]
    unfold sampledVariance
    refine Finset.sum_eq_zero fun i hi => ?_
    have hi' : ψ i ≠ 0 := by simpa using hi
    have r := local_residual H ψ hi' E
    rw [hE i hi', sub_self] at r
    rw [hm, (mul_eq_zero.mp r).resolve_left hi']
    simp
```

**Q:** Does the zero-variance principle survive at all?

**A:** One direction always does: by the criterion above, a normalised eigenstate has zero sampled variance, with or without nodes. The converse holds for a normalised state without nodes. The support is then the whole configuration set, so the equation on the support is the full equation $H\psi = E\psi$. The proof only passes between the vector equation and its components.

```lean
/-- If a normalised `ψ` vanishes nowhere, its sampled variance is zero exactly when `ψ` is an
eigenvector of `H`. -/
theorem zero_variance_of_nodeless (H : Matrix n n ℂ) (ψ : n → ℂ)
    (hn : star ψ ⬝ᵥ ψ = 1) (hψ : ∀ i, ψ i ≠ 0) :
    sampledVariance H ψ = 0 ↔ ∃ E : ℂ, H *ᵥ ψ = E • ψ := by
  rw [sampledVariance_eq_zero_iff H ψ hn]
  constructor
  · rintro ⟨E, hE⟩
    exact ⟨E, funext fun i => hE i (hψ i)⟩
  · rintro ⟨E, hE⟩
    exact ⟨E, fun i _ => congrFun hE i⟩
```

**Q:** Show me a case where a node really spoils it.

**A:** Two configurations, labelled 0 and 1 as in Lean, are enough. Take

$$H = \begin{pmatrix}0&1\\1&0\end{pmatrix}, \qquad \psi = (1,0), \qquad H\psi = (0,1).$$

```lean
/-- The Pauli x matrix. -/
def pauliX : Matrix (Fin 2) (Fin 2) ℂ := !![0, 1; 1, 0]

/-- The state `(1, 0)`, with a node at the second configuration. -/
def nodeState : Fin 2 → ℂ := ![1, 0]
```

The support is configuration 0 alone, where $E_L(0) = 0/1 = 0$. Thus $\bar E = 0$ and $\sigma_s^2 = 0$. But $H^2$ is the identity, so $\langle H^2\rangle - \langle H\rangle^2 = 1 - 0 = 1$, all of it from the node: $L = |(H\psi)_1|^2 = 1$. An eigenvalue equation would require $1 = E\cdot 0$ at configuration 1, which is impossible.

**Q:** Does the theorem contain all of that, including that the example is a legitimate one?

**A:** It contains the conclusions, but not every value on the way. For example, $L = 1$ is not stated; it follows from the decomposition of the quantum variance. The theorem is a conjunction of six statements: $H$ is Hermitian, $\psi$ is normalised, the local energy is zero on the support, the sampled variance is zero, the quantum variance is one, and no complex $E$ satisfies $H\psi = E\psi$.

In the proof, `hv` and `hv2` record that Pauli x swaps the two basis vectors. The sampled variance follows from the support criterion with $E=0$, the quantum variance is computed directly from the two swaps, and the last part reads off component 1.

```lean
/-- For the Hermitian Pauli x matrix and the normalised state `(1, 0)`, the local energy is zero
on the support and the sampled variance vanishes, yet the quantum variance is one and the
state is not an eigenvector. -/
theorem node_counterexample :
    pauliX.IsHermitian ∧ star nodeState ⬝ᵥ nodeState = 1 ∧
    (∀ i, nodeState i ≠ 0 → localEnergy pauliX nodeState i = 0) ∧
    sampledVariance pauliX nodeState = 0 ∧
    quantumVariance pauliX nodeState = 1 ∧
    ¬ ∃ E : ℂ, pauliX *ᵥ nodeState = E • nodeState := by
  -- Pauli x swaps the two basis states
  have hv : pauliX *ᵥ nodeState = ![0, 1] := by
    ext i
    fin_cases i <;> simp [pauliX, nodeState, Matrix.mulVec, dotProduct, Fin.sum_univ_succ]
  have hv2 : pauliX *ᵥ ![0, 1] = nodeState := by
    ext i
    fin_cases i <;> simp [pauliX, nodeState, Matrix.mulVec, dotProduct, Fin.sum_univ_succ]
  have hn : star nodeState ⬝ᵥ nodeState = 1 := by
    simp [nodeState, dotProduct, Fin.sum_univ_succ]
  refine ⟨?_, hn, ?_, ?_, ?_, ?_⟩
  · ext i j
    fin_cases i <;> fin_cases j <;> simp [pauliX, Matrix.conjTranspose_apply]
  · intro i hi
    fin_cases i
    · simp [localEnergy, hv]
    · exact absurd rfl hi
  · refine (sampledVariance_eq_zero_iff _ _ hn).mpr ⟨0, fun i hi => ?_⟩
    fin_cases i
    · simp [hv]
    · exact absurd rfl hi
  · simp only [quantumVariance, expect, ← Matrix.mulVec_mulVec, hv, hv2]
    simp [nodeState, dotProduct, Fin.sum_univ_succ]
  · rintro ⟨E, hE⟩
    have h := congrFun hE 1
    rw [hv] at h
    simp [nodeState] at h

end

end ZeroVarianceNode
```

```lean
#print axioms ZeroVarianceNode.quantumVariance_eq_sampled_add_leakage
#print axioms ZeroVarianceNode.sampledVariance_eq_zero_iff
#print axioms ZeroVarianceNode.zero_variance_of_nodeless
#print axioms ZeroVarianceNode.node_counterexample
```

```
'ZeroVarianceNode.quantumVariance_eq_sampled_add_leakage' depends on axioms: [propext, Classical.choice, Quot.sound]
'ZeroVarianceNode.sampledVariance_eq_zero_iff' depends on axioms: [propext, Classical.choice, Quot.sound]
'ZeroVarianceNode.zero_variance_of_nodeless' depends on axioms: [propext, Classical.choice, Quot.sound]
'ZeroVarianceNode.node_counterexample' depends on axioms: [propext, Classical.choice, Quot.sound]
```

**Q:** My wavefunctions live in continuous space. Should I worry?

**A:** The theorems do not address that case. They concern finite configuration sets, where a single node can carry a finite share of $H\psi$. The result bears on variational Monte Carlo in a finite discrete basis, such as a finite lattice model: if the trial state vanishes on some configurations, a zero variance sampled from $|\psi_i|^2$ does not by itself certify an eigenstate. For Hermitian $H$ and a normalised state, $L$ is the part of the quantum variance that the sampling misses.
